# With nearest-neighbour spring K, a destabilising N-th-neighbour spring stronger than K/N² makes a harmonic chain unstable at some q between 0 and 2π/N

The model is a one-dimensional harmonic chain with unit mass and unit lattice spacing, whose squared phonon frequency is D(q) = 2K(1 − cos q) − 2k(1 − cos Nq): a nearest-neighbour spring K stabilises it and an N-th-neighbour spring of constant −k destabilises it. `exists_unstable` states that if K > 0, N ≥ 1 and k > K/N², then D(q) < 0 for some real q strictly between 0 and 2π/N, the first nonzero point of the mesh q = 2πj/N with j an integer. The attempt sets s = 1 − K/(kN²), which lies between 0 and 1, and takes q = 2s/N. It then bounds the K term above by cos q ≥ 1 − q²/2, and the k term, which equals 4k sin² s, below by a cubic lower bound on sin s.

The failing Lean file:

```lean
import Mathlib

open Real

namespace ExistsUnstable

noncomputable section

/-- The squared phonon frequency `D(q)` of the chain with both springs. -/
def dynamical (K k : ℝ) (N : ℕ) (q : ℝ) : ℝ :=
  2 * K * (1 - cos q) - 2 * k * (1 - cos (N * q))

/-- The half-angle formula `1 - cos x = 2 sin²(x/2)`. -/
theorem one_sub_cos (x : ℝ) : 1 - cos x = 2 * sin (x / 2) ^ 2 := by
  have h := Real.cos_two_mul (x / 2)
  rw [show 2 * (x / 2) = x by ring] at h
  linarith [Real.sin_sq_add_cos_sq (x / 2)]

/-- For `K > 0`, `N ≥ 1` and `k > K/N²`, the squared frequency is negative at some wavevector
strictly between `0` and the first nonzero mesh point `2π/N`. -/
theorem exists_unstable {K k : ℝ} {N : ℕ} (hK : 0 < K) (hN : 1 ≤ N) (h : K / N ^ 2 < k) :
    ∃ q : ℝ, 0 < q ∧ q < 2 * π / N ∧ dynamical K k N q < 0 := by
  have hN' : (0 : ℝ) < N := by exact_mod_cast hN
  have hk : 0 < k := lt_trans (by positivity) h
  have hA : K < k * N ^ 2 := (div_lt_iff₀ (by positivity)).1 h
  have hA0 : 0 < k * (N : ℝ) ^ 2 := by positivity
  -- the relative excess `s` of the long-range spring over the threshold sets the wavevector
  obtain ⟨s, hs, hs0, hs1⟩ : ∃ s : ℝ, s * (k * N ^ 2) = k * N ^ 2 - K ∧ 0 < s ∧ s < 1 :=
    ⟨(k * N ^ 2 - K) / (k * N ^ 2), div_mul_cancel₀ _ hA0.ne',
      div_pos (by linarith) hA0, (div_lt_one hA0).2 (by linarith)⟩
  obtain ⟨q, hq⟩ : ∃ q : ℝ, N * q = 2 * s := ⟨2 * s / N, mul_div_cancel₀ _ hN'.ne'⟩
  have hq0 : 0 < q := (mul_pos_iff_of_pos_left hN').1 (by linarith)
  refine ⟨q, hq0, (lt_div_iff₀ hN').2 (by linarith [Real.pi_gt_three]), ?_⟩
  -- upper bound on the stabilising term, lower bound on the destabilising one
  have h1 : K * (1 - cos q) ≤ K * (q ^ 2 / 2) :=
    mul_le_mul_of_nonneg_left (by linarith [Real.one_sub_sq_div_two_le_cos (x := q)]) hK.le
  have hsin : s - s ^ 3 / 4 < sin s := Real.sin_gt_sub_cube hs0 hs1.le
  have hpos : 0 ≤ s - s ^ 3 / 4 := by
    have : s ^ 3 ≤ s := by
      nlinarith [mul_pos hs0 (sub_pos.2 hs1), mul_pos (mul_pos hs0 hs0) (sub_pos.2 hs1)]
    linarith
  have h2 : s ^ 2 - s ^ 4 / 2 < sin s ^ 2 := by
    nlinarith [mul_self_lt_mul_self hpos hsin, sq_nonneg (s ^ 3)]
  have h3 : k * (s ^ 2 - s ^ 4 / 2) < k * sin s ^ 2 := mul_lt_mul_of_pos_left h2 hk
  have h4 : K * q ^ 2 ≤ 4 * (k * (s ^ 2 - s ^ 4 / 2)) := by
    have e1 : K = (1 - s) * (k * N ^ 2) := by linarith
    have e2 : K * q ^ 2 = 4 * k * s ^ 2 * (1 - s) := by
      calc K * q ^ 2 = (1 - s) * k * (N * q) ^ 2 := by rw [e1]; ring
        _ = 4 * k * s ^ 2 * (1 - s) := by rw [hq]; ring
    have e3 : 0 ≤ k * s ^ 3 * (2 - s) :=
      mul_nonneg (by positivity) (by linarith)
    rw [e2]
    nlinarith [e3]
  unfold dynamical
  rw [one_sub_cos (N * q), hq, show 2 * s / 2 = s by ring]
  linarith

end

end ExistsUnstable
```

Compiling this gives:

```
Main.lean:37:39: error: Function expected at
  sin_gt_sub_cube hs0
but this term has type
  s - s ^ 3 / 6 < sin s

Note: Expected a function because this term is being applied to the argument
  hs1.le
```

The message says that `Real.sin_gt_sub_cube hs0` is already a complete proof, of `s - s ^ 3 / 6 < sin s`. The lemma needs only `0 < s`. The attempt also passes it `hs1.le`, a proof of `s ≤ 1`, and Lean rejects this because a proof of that inequality is not a function and can't take an argument.

Deleting the extra argument would not be enough, since `hsin` is stated with `s ^ 3 / 4` and the lemma gives `s ^ 3 / 6`. The lemma's bound is the stronger one for positive s, but Lean does not identify the two statements. The repair therefore names the lemma's result `h6`, proves `0 < s ^ 3` as `hcube`, and lets `linarith` combine them: s³/4 exceeds s³/6, so s − s³/4 < s − s³/6 < sin s. `hsin` keeps its statement, so the later steps are unchanged.

The reworded comment, which now describes s correctly as a fraction of k, is tidying and has no effect on compilation.

Fix (accepted with no message):

```diff
@@ -25,5 +25,5 @@
   have hA : K < k * N ^ 2 := (div_lt_iff₀ (by positivity)).1 h
   have hA0 : 0 < k * (N : ℝ) ^ 2 := by positivity
-  -- the relative excess `s` of the long-range spring over the threshold sets the wavevector
+  -- the excess of `k` over the threshold `K/N²`, as a fraction `s` of `k`, sets the wavevector
   obtain ⟨s, hs, hs0, hs1⟩ : ∃ s : ℝ, s * (k * N ^ 2) = k * N ^ 2 - K ∧ 0 < s ∧ s < 1 :=
     ⟨(k * N ^ 2 - K) / (k * N ^ 2), div_mul_cancel₀ _ hA0.ne',
@@ -35,5 +35,8 @@
   have h1 : K * (1 - cos q) ≤ K * (q ^ 2 / 2) :=
     mul_le_mul_of_nonneg_left (by linarith [Real.one_sub_sq_div_two_le_cos (x := q)]) hK.le
-  have hsin : s - s ^ 3 / 4 < sin s := Real.sin_gt_sub_cube hs0 hs1.le
+  have hsin : s - s ^ 3 / 4 < sin s := by
+    have h6 := Real.sin_gt_sub_cube hs0
+    have hcube : 0 < s ^ 3 := pow_pos hs0 3
+    linarith
   have hpos : 0 ≤ s - s ^ 3 / 4 := by
     have : s ^ 3 ≤ s := by
```
